# Matching C¹ partial waves at the augmentation radius makes the PAW gradient correction antisymmetric

## Do the surface terms at $r_c$ cancel?

Let $R_1$ and $R_2$ be real radial functions, continuously differentiable on $[0,r_c]$, where $r_c>0$ is the augmentation radius. They multiply real spherical harmonics of angular momentum $l+1$ and $l$ respectively. The full function is $R(r)Y(\hat{\mathbf r})$, so radial integrals carry the weight $r^2$.

The gradient takes $l$ to $l+1$ through $R'-lR/r$, and $l+1$ to $l$ through $R'+(l+2)R/r$. Inside a sphere the two matrix elements need not be negatives of each other, because integration by parts can leave a surface term. I believe that their sum is exactly $r_c^2R_1(r_c)R_2(r_c)$. If so, the all-electron minus pseudo elements used in PAW should be antisymmetric once the partial waves match at $r_c$, and the momentum correction should be Hermitian. Can this be made rigorous and machine-checked, including the point $r=0$, where $1/r$ appears?

## The sum is a total derivative

Yes. Write the raising and lowering elements, with the bra as first argument, as

$$
U_l(R_1,R_2)=\int_0^{r_c} r^2R_1\left(R_2'-\frac{l}{r}R_2\right)dr,
\qquad
L_l(R_2,R_1)=\int_0^{r_c} r^2R_2\left(R_1'+\frac{l+2}{r}R_1\right)dr .
$$

The factor $r^2$ turns each $1/r$ into $r$, so both integrands are continuous on the closed interval:

$$
r^2R_1R_2'-l\,rR_1R_2,
\qquad
r^2R_2R_1'+(l+2)\,rR_1R_2 .
$$

In the sum the terms in $l$ cancel and $2rR_1R_2$ remains:

$$
r^2(R_1R_2'+R_2R_1')+2rR_1R_2=\frac{d}{dr}\left(r^2R_1R_2\right).
$$

Integrating from $0$ to $r_c$, where the lower limit contributes zero because of the factor $r^2$, gives

$$
U_l(R_1,R_2)+L_l(R_2,R_1)=r_c^2R_1(r_c)R_2(r_c).
$$

Now let $S_1,S_2$ be the pseudo counterparts of $R_1,R_2$. Subtracting their identity from this one yields

$$
[U_l(R_1,R_2)-U_l(S_1,S_2)]+[L_l(R_2,R_1)-L_l(S_2,S_1)]
=r_c^2\,[R_1R_2-S_1S_2](r_c).
$$

Since $r_c>0$, the left side vanishes exactly when $R_1(r_c)R_2(r_c)=S_1(r_c)S_2(r_c)$. Matching each function separately is sufficient. It is not necessary, since flipping the sign of both pseudo functions leaves the product unchanged.

## From one pair of channels to the momentum matrix

Take all-electron waves $\phi_i$ and pseudo waves $\tilde\phi_i$ with angular momenta $l_i$. For one Cartesian direction $\alpha$, let $G_{ij}=\int Y_i\,(r_\alpha/r)\,Y_j\,d\Omega$. This matrix is real and symmetric for real spherical harmonics. The correction matrix is

$$
D_{ij}=\begin{cases}
G_{ij}\,[U_{l_j}(\phi_i,\phi_j)-U_{l_j}(\tilde\phi_i,\tilde\phi_j)], & l_i=l_j+1,\\
G_{ij}\,[L_{l_i}(\phi_i,\phi_j)-L_{l_i}(\tilde\phi_i,\tilde\phi_j)], & l_j=l_i+1,\\
0, & \text{otherwise.}
\end{cases}
$$

If $l_i=l_j+1$, then $D_{ji}$ contains the lowering element with the same lower angular momentum $l_j$. The pair identity and $G_{ji}=G_{ij}$ give $D_{ji}=-D_{ij}$. The second case is the same with $i$ and $j$ exchanged, and in the third case both entries are zero. Hence $D^{T}=-D$.

The momentum correction is $P_{ij}=-i\hbar D_{ij}$. Since $D$ is real,

$$
P_{ji}^*=i\hbar D_{ji}=-i\hbar D_{ij}=P_{ij}.
$$

For complex projector amplitudes $c_i$, put $z=\sum_{ij}c_i^*P_{ij}c_j$. Then

$$
z^*=\sum_{ij}c_iP_{ij}^*c_j^*=\sum_{ij}c_j^*P_{ji}c_i=z,
$$

so $z$ is real.

## The Lean file

```lean
import Mathlib

open Set

namespace PAWGradient

noncomputable section

/-- The radial derivative of `R` inside the augmentation sphere of radius `rc`. -/
def radialDeriv (rc : ℝ) (R : ℝ → ℝ) (r : ℝ) : ℝ := derivWithin R (Icc 0 rc) r

/-- The radial gradient element from a ket of angular momentum `l` to a bra of
angular momentum `l + 1`. -/
def raiseElement (rc : ℝ) (l : ℕ) (bra ket : ℝ → ℝ) : ℝ :=
  ∫ r in (0 : ℝ)..rc, r ^ 2 * bra r * (radialDeriv rc ket r - l * ket r / r)

/-- The radial gradient element from a ket of angular momentum `l + 1` to a bra of
angular momentum `l`. -/
def lowerElement (rc : ℝ) (l : ℕ) (bra ket : ℝ → ℝ) : ℝ :=
  ∫ r in (0 : ℝ)..rc, r ^ 2 * bra r * (radialDeriv rc ket r + (l + 2) * ket r / r)

/-- Multiplying `x / r` by the volume weight `r ^ 2` gives `r * x`, also at `r = 0`. -/
theorem weight_mul_div (r x : ℝ) : r ^ 2 * (x / r) = r * x := by
  rcases eq_or_ne r 0 with rfl | hr
  · simp
  · field_simp

/-- The raising element plus the reversed lowering element equals the surface term
at the augmentation radius. -/
theorem raise_add_lower {rc : ℝ} (hrc : 0 < rc) (l : ℕ) {R₁ R₂ : ℝ → ℝ}
    (h₁ : ContDiffOn ℝ 1 R₁ (Icc 0 rc)) (h₂ : ContDiffOn ℝ 1 R₂ (Icc 0 rc)) :
    raiseElement rc l R₁ R₂ + lowerElement rc l R₂ R₁ = rc ^ 2 * R₁ rc * R₂ rc := by
  have e₁ : ∀ r, r ^ 2 * R₁ r * (radialDeriv rc R₂ r - l * R₂ r / r)
      = r ^ 2 * R₁ r * radialDeriv rc R₂ r - l * r * R₁ r * R₂ r := by
    intro r
    linear_combination (-(l : ℝ) * R₁ r) * weight_mul_div r (R₂ r)
  have e₂ : ∀ r, r ^ 2 * R₂ r * (radialDeriv rc R₁ r + (l + 2) * R₁ r / r)
      = r ^ 2 * R₂ r * radialDeriv rc R₁ r + (l + 2) * r * R₂ r * R₁ r := by
    intro r
    linear_combination (((l : ℝ) + 2) * R₂ r) * weight_mul_div r (R₁ r)
  have q : ContinuousOn (fun r : ℝ => r) (Icc 0 rc) := continuousOn_id
  have c₁ := h₁.continuousOn
  have c₂ := h₂.continuousOn
  have d₁ : ContinuousOn (radialDeriv rc R₁) (Icc 0 rc) :=
    h₁.continuousOn_derivWithin (uniqueDiffOn_Icc hrc) le_rfl
  have d₂ : ContinuousOn (radialDeriv rc R₂) (Icc 0 rc) :=
    h₂.continuousOn_derivWithin (uniqueDiffOn_Icc hrc) le_rfl
  -- Both regularised integrands are continuous, hence integrable.
  have i₁ : IntervalIntegrable (fun r => r ^ 2 * R₁ r * radialDeriv rc R₂ r
      - l * r * R₁ r * R₂ r) MeasureTheory.volume 0 rc :=
    ContinuousOn.intervalIntegrable_of_Icc hrc.le
      ((((q.pow 2).mul c₁).mul d₂).sub (((continuousOn_const.mul q).mul c₁).mul c₂))
  have i₂ : IntervalIntegrable (fun r => r ^ 2 * R₂ r * radialDeriv rc R₁ r
      + (l + 2) * r * R₂ r * R₁ r) MeasureTheory.volume 0 rc :=
    ContinuousOn.intervalIntegrable_of_Icc hrc.le
      ((((q.pow 2).mul c₂).mul d₁).add (((continuousOn_const.mul q).mul c₂).mul c₁))
  unfold raiseElement lowerElement
  simp only [e₁, e₂]
  rw [← intervalIntegral.integral_add i₁ i₂]
  -- The sum is the derivative of `r ^ 2 * R₁ r * R₂ r`.
  refine (intervalIntegral.integral_eq_sub_of_hasDerivAt_of_le hrc.le
    (f := fun r => r ^ 2 * R₁ r * R₂ r) (((q.pow 2).mul c₁).mul c₂) ?_
    (i₁.add i₂)).trans ?_
  · intro r hr
    have hm : Icc 0 rc ∈ nhds r := Icc_mem_nhds hr.1 hr.2
    have hr' : r ∈ Icc 0 rc := ⟨hr.1.le, hr.2.le⟩
    have g₁ : HasDerivAt R₁ (radialDeriv rc R₁ r) r :=
      ((h₁.differentiableOn (by simp)) r hr').hasDerivWithinAt.hasDerivAt hm
    have g₂ : HasDerivAt R₂ (radialDeriv rc R₂ r) r :=
      ((h₂.differentiableOn (by simp)) r hr').hasDerivWithinAt.hasDerivAt hm
    have hp : HasDerivAt (fun x : ℝ => x ^ 2) (2 * r) r := by
      simpa using hasDerivAt_pow 2 r
    exact ((hp.fun_mul g₁).fun_mul g₂).congr_deriv (by ring)
  · simp

/-- The all-electron minus pseudo radial elements are antisymmetric exactly when the
products of the all-electron and of the pseudo boundary values agree. -/
theorem antisymm_iff_boundary {rc : ℝ} (hrc : 0 < rc) (l : ℕ) {R₁ R₂ S₁ S₂ : ℝ → ℝ}
    (h₁ : ContDiffOn ℝ 1 R₁ (Icc 0 rc)) (h₂ : ContDiffOn ℝ 1 R₂ (Icc 0 rc))
    (k₁ : ContDiffOn ℝ 1 S₁ (Icc 0 rc)) (k₂ : ContDiffOn ℝ 1 S₂ (Icc 0 rc)) :
    raiseElement rc l R₁ R₂ - raiseElement rc l S₁ S₂
        = -(lowerElement rc l R₂ R₁ - lowerElement rc l S₂ S₁)
      ↔ R₁ rc * R₂ rc = S₁ rc * S₂ rc := by
  have A := raise_add_lower hrc l h₁ h₂
  have B := raise_add_lower hrc l k₁ k₂
  constructor
  · intro h
    have hne : rc ^ 2 ≠ 0 := (pow_pos hrc 2).ne'
    apply mul_left_cancel₀ hne
    linear_combination h - A + B
  · intro h
    linear_combination A - B + rc ^ 2 * h

variable {ι : Type*}

/-- One Cartesian component of the gradient between partial waves `R i` of angular
momentum `l i`, with `G` the angular matrix of the corresponding direction cosine. -/
def gradientMatrix (rc : ℝ) (l : ι → ℕ) (G : Matrix ι ι ℝ) (R : ι → ℝ → ℝ) :
    Matrix ι ι ℝ :=
  Matrix.of fun i j =>
    if l i = l j + 1 then G i j * raiseElement rc (l j) (R i) (R j)
    else if l j = l i + 1 then G i j * lowerElement rc (l i) (R i) (R j)
    else 0

/-- If the all-electron waves `φ` and pseudo waves `φt` match at the augmentation radius,
the PAW correction to the gradient is an antisymmetric matrix. -/
theorem gradient_correction_antisymm {rc : ℝ} (hrc : 0 < rc) (l : ι → ℕ)
    {G : Matrix ι ι ℝ} (hG : G.IsSymm) {φ φt : ι → ℝ → ℝ}
    (hφ : ∀ i, ContDiffOn ℝ 1 (φ i) (Icc 0 rc))
    (hφt : ∀ i, ContDiffOn ℝ 1 (φt i) (Icc 0 rc))
    (hmatch : ∀ i, φ i rc = φt i rc) :
    (gradientMatrix rc l G φ - gradientMatrix rc l G φt).transpose
      = -(gradientMatrix rc l G φ - gradientMatrix rc l G φt) := by
  have pair : ∀ (n : ℕ) (i j : ι),
      raiseElement rc n (φ i) (φ j) - raiseElement rc n (φt i) (φt j)
        = -(lowerElement rc n (φ j) (φ i) - lowerElement rc n (φt j) (φt i)) :=
    fun n i j => (antisymm_iff_boundary hrc n (hφ i) (hφ j) (hφt i) (hφt j)).mpr
      (by rw [hmatch i, hmatch j])
  ext i j
  have hg : G j i = G i j := hG.apply i j
  simp only [Matrix.transpose_apply, Matrix.neg_apply, Matrix.sub_apply, gradientMatrix,
    Matrix.of_apply]
  -- Only channels whose angular momenta differ by one contribute.
  by_cases a : l i = l j + 1
  · have b : ¬ l j = l i + 1 := by omega
    simp only [if_pos a, if_neg b]
    rw [hg]
    linear_combination G i j * pair (l j) i j
  · by_cases b : l j = l i + 1
    · simp only [if_neg a, if_pos b]
      rw [hg]
      linear_combination G i j * pair (l i) j i
    · simp only [if_neg a, if_neg b]
      simp

/-- The PAW correction to one Cartesian component of the momentum operator `-iħ∇`. -/
def momentumCorrection (ħ rc : ℝ) (l : ι → ℕ) (G : Matrix ι ι ℝ) (φ φt : ι → ℝ → ℝ) :
    Matrix ι ι ℂ :=
  Matrix.of fun i j => -Complex.I * (ħ : ℂ) *
    (((gradientMatrix rc l G φ - gradientMatrix rc l G φt) i j : ℝ) : ℂ)

/-- For partial waves matched at the augmentation radius, the PAW momentum correction
is Hermitian. -/
theorem momentumCorrection_isHermitian (ħ : ℝ) {rc : ℝ} (hrc : 0 < rc) (l : ι → ℕ)
    {G : Matrix ι ι ℝ} (hG : G.IsSymm) {φ φt : ι → ℝ → ℝ}
    (hφ : ∀ i, ContDiffOn ℝ 1 (φ i) (Icc 0 rc))
    (hφt : ∀ i, ContDiffOn ℝ 1 (φt i) (Icc 0 rc))
    (hmatch : ∀ i, φ i rc = φt i rc) :
    (momentumCorrection ħ rc l G φ φt).IsHermitian := by
  refine Matrix.IsHermitian.ext fun i j => ?_
  have h : (gradientMatrix rc l G φ - gradientMatrix rc l G φt) j i
      = -((gradientMatrix rc l G φ - gradientMatrix rc l G φt) i j) :=
    congrFun (congrFun (gradient_correction_antisymm hrc l hG hφ hφt hmatch) i) j
  simp only [momentumCorrection, Matrix.of_apply]
  rw [h]
  generalize (gradientMatrix rc l G φ - gradientMatrix rc l G φt) i j = d
  apply Complex.ext <;> simp

/-- For matched partial waves, the PAW correction to the momentum expectation value is
real for all complex projector amplitudes `c`. -/
theorem momentum_expectation_real [Fintype ι] (ħ : ℝ) {rc : ℝ} (hrc : 0 < rc)
    (l : ι → ℕ) {G : Matrix ι ι ℝ} (hG : G.IsSymm) {φ φt : ι → ℝ → ℝ}
    (hφ : ∀ i, ContDiffOn ℝ 1 (φ i) (Icc 0 rc))
    (hφt : ∀ i, ContDiffOn ℝ 1 (φt i) (Icc 0 rc))
    (hmatch : ∀ i, φ i rc = φt i rc) (c : ι → ℂ) :
    (∑ i, ∑ j, star (c i) * momentumCorrection ħ rc l G φ φt i j * c j).im = 0 := by
  have hP := momentumCorrection_isHermitian ħ hrc l hG hφ hφt hmatch
  apply Complex.conj_eq_iff_im.mp
  change star (∑ i, ∑ j, star (c i) * momentumCorrection ħ rc l G φ φt i j * c j) = _
  -- Conjugation exchanges the two channel indices.
  simp only [star_sum, star_mul', star_star]
  rw [Finset.sum_comm]
  refine Finset.sum_congr rfl fun i _ => Finset.sum_congr rfl fun j _ => ?_
  rw [hP.apply i j]
  ring

end

end PAWGradient
```

```lean
#print axioms PAWGradient.gradient_correction_antisymm
#print axioms PAWGradient.momentum_expectation_real
```

```
'PAWGradient.gradient_correction_antisymm' depends on axioms: [propext, Classical.choice, Quot.sound]
'PAWGradient.momentum_expectation_real' depends on axioms: [propext, Classical.choice, Quot.sound]
```

## What the theorems say about the partial waves

A radial function is a map `ℝ → ℝ`, and only its behaviour on `Icc 0 rc` is constrained. The hypothesis `ContDiffOn ℝ 1` says that it is continuously differentiable there. `radialDeriv` is the derivative within that interval, hence one-sided at the nucleus and at $r_c$. A non-relativistic $s$ wave with a nuclear cusp is therefore admissible, because its radial function has a finite slope at $r=0$. For a point nucleus, a scalar-relativistic $s$ wave diverges at the origin and a scalar-relativistic $p$ wave has an unbounded slope there, so neither is covered.

`raiseElement rc l bra ket` is $U_l$ and `lowerElement rc l bra ket` is $L_l$. In both, `l` is the smaller of the two angular momenta, and it may be zero.

- `raise_add_lower` is the surface identity for any two such functions. No Schrödinger equation, normalisation or behaviour such as $r^l$ near the nucleus is assumed.
- `antisymm_iff_boundary` is the equivalence between antisymmetry of one pair of radial differences and equality of the boundary products.
- `gradient_correction_antisymm` states $D^T=-D$ for a family of waves indexed by `ι`, with `φt` standing for $\tilde\phi$.
- `momentumCorrection_isHermitian` states that $P$ is Hermitian for any real value of the parameter `ħ`.
- `momentum_expectation_real` states that the imaginary part of $z$ vanishes for every `c`, given finitely many channels.

The condition `hmatch` expresses continuity between the augmentation region and the exterior, where the all-electron and pseudo waves coincide. Only values are matched; slopes at $r_c$ play no role in this result. The condition `hG` stands for the symmetry of the direction cosine between real harmonics. The matrix `G` is otherwise arbitrary, and the selection rule comes from the case distinction in `gradientMatrix`.

The radial operators and their angular factors enter as definitions; their derivation from the three-dimensional gradient is not part of the file. It is short. The function $r^lY_l$ is harmonic, and its Cartesian derivative has only an $l-1$ component. The vanishing $l+1$ component fixes the term $-l/r$. Applying the same argument to $r^{-l-2}Y_{l+1}$, whose derivative has no $l$ component, fixes $+(l+2)/r$.

The result concerns the on-site correction, not the complete PAW expectation value, which also contains the pseudo wavefunction's own momentum term. Within that limit, it secures a basic quantum-mechanical requirement for momentum matrix elements in electronic-structure calculations: the augmentation adds no anti-Hermitian part.

## How the proof follows the calculation

`weight_mul_div` is the step $r^2(x/r)=rx$. It treats $r=0$ separately, where the factors $r^2$ and $r$ make both sides zero whatever value is assigned to $x/0$. This agrees with the limit of the weighted integrand.

In `raise_add_lower`, the equations `e₁` and `e₂` use this lemma to rewrite the two integrands without $1/r$. The facts `c₁`, `c₂`, `d₁` and `d₂` record continuity of the functions and their derivatives on the closed interval, from which `i₁` and `i₂` obtain integrability. This permits the two integrals to be merged into one.

The fundamental theorem of calculus is then applied to $r^2R_1R_2$. The version used asks for continuity on the closed interval and an ordinary derivative only at interior points. There the derivative within the interval is the ordinary one, which gives `g₁` and `g₂`. The product rule followed by `ring` carries out the cancellation of $l$, and the final `simp` evaluates the boundary terms.

`antisymm_iff_boundary` applies the surface identity twice, as `A` for the all-electron pair and `B` for the pseudo pair. One direction of the equivalence divides by $r_c^2$, which is non-zero because $r_c>0$; the other multiplies by it.

In `gradient_correction_antisymm`, the local statement `pair` specialises this equivalence to matched waves. The proof then goes through the three cases in the definition of $D_{ij}$. In the first two, `omega` or the case assumption excludes the competing branch, `hg` supplies $G_{ji}=G_{ij}$, and `linear_combination` multiplies the radial identity by $G_{ij}$.

The Hermiticity proof inserts $D_{ji}=-D_{ij}$ and compares real and imaginary parts. For the expectation value, the proof conjugates the double sum, exchanges the summation indices with `Finset.sum_comm`, and uses Hermiticity entry by entry.

## On-site tables in a PAW code

In a calculation, $D$ can be tabulated once per atomic species on the radial grid. For a band state with pseudo wavefunction $\tilde\psi$ and projectors $\tilde p_i$, the amplitudes are $c_i=\langle\tilde p_i|\tilde\psi\rangle$, and each atom adds its own $\sum_{ij}c_i^*P_{ij}c_j$. With amplitudes from two different bands, the same matrix enters the momentum matrix elements for optical transitions in the independent-particle approximation.

Many data sets store $u=rR$ instead of $R$. The integrands then become

$$
u_1\left(u_2'-\frac{l+1}{r}u_2\right)
\quad\text{and}\quad
u_2\left(u_1'+\frac{l+1}{r}u_1\right),
$$

and the surface term is $u_1(r_c)u_2(r_c)$. Mixing the two conventions shifts the coefficient of $1/r$ by one.

The sum $D_{ij}+D_{ji}$ is a useful numerical check. For channels whose angular momenta differ by one, it equals

$$
G_{ij}\,r_c^2\,[\phi_i\phi_j-\tilde\phi_i\tilde\phi_j](r_c)
$$

in exact integration. A residual that shrinks as the grid is refined points to quadrature or differentiation error. One that converges to a non-zero value can indicate mismatched boundary values or an upper integration limit inside the matching radius. Antisymmetrising the table by force would hide either fault. The all-electron and pseudo tables need not pass this check separately, since each has its own surface term; for matched waves these terms cancel in the difference.
